# For a finite Hermitian Hamiltonian, trace one and the KMS condition single out the Gibbs state

The Kubo–Martin–Schwinger (KMS) condition evaluates an observable at the complex time t + ib, so one must first decide what an observable at a complex time is. For infinite systems this is usually settled by analytic continuation: a correlation function known at real times is extended to a strip in the complex plane, and the condition relates its two edges. Here the Hamiltonian H is a finite matrix, exp(izH) exists for every complex z, and the observable A at time z is defined directly as

A(z) = exp(izH) A exp(−izH).

With ħ = 1 and b the inverse temperature 1/(k_B T), the condition on a matrix ρ is

tr(ρ A(t) B) = tr(ρ B A(t + ib)) for all complex matrices A, B and all real t.

For Hermitian H on a nonempty finite basis, the matrices ρ that satisfy it and have trace one are exactly one matrix, the Gibbs state exp(−bH)/Z with Z = tr exp(−bH). In finite-temperature exact diagonalisation, where the Hilbert space is finite-dimensional, the condition relates the two operator orderings of a thermal correlation function.

## Matrices, complex times and the thermal weight

The basis states are labelled by a finite type `n`, and operators are complex matrices with rows and columns in `n`.

```lean
import Mathlib

open Matrix Complex
open scoped ComplexOrder

namespace KMSCondition

noncomputable section

variable {n : Type*} [Fintype n] [DecidableEq n]
```

All the exponentials needed have the form exp(cH) with a complex number c. Real c gives Boltzmann weights, and imaginary c gives time evolution.

When H is Hermitian and small enough for a full diagonalisation, a program can compute H = U diag(E_k) U† once and then obtain exp(cH) as U diag(exp(cE_k)) U† for every c required.

```lean
/-- The exponential `exp (c H)` of a complex multiple of the Hamiltonian. -/
def expH (H : Matrix n n ℂ) (c : ℂ) : Matrix n n ℂ := NormedSpace.exp (c • H)
```

The observable at time z is A(z) as above. For real z and Hermitian H this is the usual unitary Heisenberg evolution. For other z the factors are in general not unitary, and A(z) need not be Hermitian when A is.

In the energy basis the evolution multiplies each matrix element by a number:

A(z)_jk = exp(iz(E_j − E_k)) A_jk.

```lean
/-- The observable `A` at complex time `z`: `A(z) = exp (i z H) A exp (-i z H)`. -/
def heisenberg (H : Matrix n n ℂ) (z : ℂ) (A : Matrix n n ℂ) : Matrix n n ℂ :=
  expH H (I * z) * A * expH H (-(I * z))
```

The Gibbs state is the weight exp(−bH) divided by its trace. The definition accepts any matrix H, and Lean sets the inverse of zero to zero, so the result has trace one exactly when Z ≠ 0.

For b > 0, numerical work normally subtracts the lowest energy from all E_k before exponentiating. This multiplies numerator and denominator by the same factor and avoids overflow.

```lean
/-- The Gibbs state `exp (-b H) / Z` with `Z = trace (exp (-b H))`. -/
def gibbs (H : Matrix n n ℂ) (b : ℝ) : Matrix n n ℂ :=
  (expH H (-(b : ℂ))).trace⁻¹ • expH H (-(b : ℂ))
```

## Evolution by an imaginary time

The matrices cH and dH commute, so their exponentials combine as numbers do:

exp((c + d)H) = exp(cH) exp(dH).

The Lean proof distributes the scalar sum over H and applies Mathlib's theorem for exponentials of commuting matrices.

```lean
/-- Exponentials of multiples of the same Hamiltonian multiply by adding the coefficients. -/
theorem expH_add (H : Matrix n n ℂ) (c d : ℂ) : expH H (c + d) = expH H c * expH H d := by
  unfold expH
  rw [add_smul]
  exact Matrix.exp_add_of_commute _ _ (((Commute.refl H).smul_left c).smul_right d)
```

If c + d = 0, the left side is exp(0) = 1, so exp(cH) and exp(dH) are inverse to each other.

```lean
/-- `exp (c H)` and `exp (d H)` are inverse to each other when `c + d = 0`. -/
theorem expH_mul_eq_one (H : Matrix n n ℂ) {c d : ℂ} (h : c + d = 0) :
    expH H c * expH H d = 1 := by
  rw [← expH_add, h, expH, zero_smul, NormedSpace.exp_zero]
```

Evolutions therefore compose. Splitting both exponentials in A(z + w) gives

A(z + w) = exp(iwH) exp(izH) A exp(−izH) exp(−iwH) = exp(iwH) A(z) exp(−iwH).

The two auxiliary equations in the proof order the exponents so that the factors for w end up on the outside.

```lean
/-- Evolution by `z + w` is evolution by `z` followed by evolution by `w`. -/
theorem heisenberg_add (H A : Matrix n n ℂ) (z w : ℂ) :
    heisenberg H (z + w) A = heisenberg H w (heisenberg H z A) := by
  unfold heisenberg
  have h1 : I * (z + w) = I * w + I * z := by ring
  have h2 : -(I * w + I * z) = -(I * z) + -(I * w) := by ring
  rw [h1, h2, expH_add H (I * w) (I * z), expH_add H (-(I * z)) (-(I * w))]
  simp only [mul_assoc]
```

Now put z = ib. Since i · ib = −b,

A(ib) = exp(−bH) A exp(bH).

An imaginary time shift thus places the Boltzmann weight on the left of A and its inverse on the right.

```lean
/-- Evolution by the imaginary time `i b` is `A ↦ exp (-b H) A exp (b H)`. -/
theorem heisenberg_imaginary (H A : Matrix n n ℂ) (b : ℝ) :
    heisenberg H (I * b) A = expH H (-(b : ℂ)) * A * expH H b := by
  have h : I * (I * (b : ℂ)) = -(b : ℂ) := by
    rw [← mul_assoc, I_mul_I]
    ring
  rw [heisenberg, h, neg_neg]
```

## Thermal averages do not depend on time

The weight commutes with the evolution. Moving the last factor of A(z) to the front of the trace gives

tr(exp(−bH) A(z)) = tr(exp(−izH) exp(−bH) exp(izH) A) = tr(exp(−bH) A),

because the exponents −iz, −b and iz add up to −b. The `calc` block follows these steps, with `Matrix.trace_mul_comm` for the cyclic move. The identity holds for every complex z and every matrix H. When Z ≠ 0, division by Z turns it into a statement about the thermal average of A. The later theorems do not use it.

```lean
/-- The unnormalised trace of `exp (-b H) A(z)` does not depend on the complex time `z`. -/
theorem thermal_average_stationary (H A : Matrix n n ℂ) (b : ℝ) (z : ℂ) :
    (expH H (-(b : ℂ)) * heisenberg H z A).trace = (expH H (-(b : ℂ)) * A).trace := by
  -- the evolution leaves the Boltzmann weight unchanged
  have h : expH H (-(I * z)) * expH H (-(b : ℂ)) * expH H (I * z) = expH H (-(b : ℂ)) := by
    rw [← expH_add, ← expH_add]
    congr 1
    ring
  calc (expH H (-(b : ℂ)) * heisenberg H z A).trace
      = ((expH H (-(b : ℂ)) * expH H (I * z) * A) * expH H (-(I * z))).trace := by
        simp only [heisenberg, mul_assoc]
    _ = (expH H (-(I * z)) * (expH H (-(b : ℂ)) * expH H (I * z) * A)).trace :=
        Matrix.trace_mul_comm _ _
    _ = ((expH H (-(I * z)) * expH H (-(b : ℂ)) * expH H (I * z)) * A).trace := by
        simp only [mul_assoc]
    _ = (expH H (-(b : ℂ)) * A).trace := by rw [h]
```

## Cyclicity of the trace gives the KMS identity

Write W = exp(−bH), V = exp(bH) and X = A(z). Then VW = 1, and by the previous results A(z + ib) = W X V. Hence

tr(W X B) = tr(B W X)

= tr(V W B W X)

= tr(W B W X V)

= tr(W B A(z + ib)).

The first and third equalities are cyclic moves, and the second inserts VW = 1. In Lean, `generalize` replaces the exponentials by the letters W and V, after which only matrix algebra remains. Neither Hermiticity nor a nonzero Z is needed.

For Hermitian H, a code that works in the energy basis evaluates the normalised left side at real time t as

tr(ρ A(t) B) = (1/Z) Σ_jk exp(−bE_j) exp(it(E_j − E_k)) A_jk B_kj.

On the right side the weight is exp(−bE_k), and the shifted time contributes exp(−b(E_j − E_k)). Their product is again exp(−bE_j), so the two sums agree term by term. Comparing the two sides for random A and B can reveal a mismatch between the sign in the time evolution and the sign in the thermal weight. Reversing both signs goes unnoticed, because the identity also holds for −H. At large b the separate factors can differ by many orders of magnitude, and it is safer to combine the exponents first.

```lean
/-- The KMS identity for the unnormalised weight `exp (-b H)`, at any complex time `z`. -/
theorem kms_weight (H A B : Matrix n n ℂ) (b : ℝ) (z : ℂ) :
    (expH H (-(b : ℂ)) * heisenberg H z A * B).trace =
      (expH H (-(b : ℂ)) * B * heisenberg H (z + I * b) A).trace := by
  rw [heisenberg_add, heisenberg_imaginary]
  generalize heisenberg H z A = X
  have h : expH H (b : ℂ) * expH H (-(b : ℂ)) = 1 := expH_mul_eq_one H (by ring)
  generalize expH H (-(b : ℂ)) = W at *
  generalize expH H (b : ℂ) = V at *
  -- move factors around the trace and insert `V * W = 1`
  calc (W * X * B).trace = (B * (W * X)).trace := Matrix.trace_mul_comm _ _
    _ = ((V * W) * (B * (W * X))).trace := by rw [h, one_mul]
    _ = (V * (W * B * (W * X))).trace := by simp only [mul_assoc]
    _ = ((W * B * (W * X)) * V).trace := Matrix.trace_mul_comm _ _
    _ = (W * B * (W * X * V)).trace := by simp only [mul_assoc]
```

## Hermiticity keeps the partition function away from zero

Dividing by Z requires Z ≠ 0. Let K = exp(−bH/2). Since H is Hermitian and b is real, K† = K, and so

Z = tr(K K) = tr(K†K) = Σ_ij |K_ij|².

This sum vanishes only if K = 0. But K has the inverse exp(bH/2), and on a nonempty basis the zero matrix has no inverse. In the Lean proof `hK` states that K is Hermitian, `hW` factorises the weight, and the last lines derive 0 = 1 from the assumption Z = 0.

For a general matrix the conclusion can fail: H = diag(0, iπ) with b = 1 gives Z = 1 + exp(−iπ) = 0.

```lean
/-- The partition function of a Hermitian Hamiltonian on a nonempty basis does not vanish. -/
theorem partition_ne_zero [Nonempty n] {H : Matrix n n ℂ} (hH : H.IsHermitian) (b : ℝ) :
    (expH H (-(b : ℂ))).trace ≠ 0 := by
  have hs : (((-(b / 2) : ℝ) : ℂ) • H).IsHermitian := by
    rw [Matrix.IsHermitian, Matrix.conjTranspose_smul, hH.eq, Complex.star_def,
      Complex.conj_ofReal]
  have hK : (expH H ((-(b / 2) : ℝ) : ℂ))ᴴ = expH H ((-(b / 2) : ℝ) : ℂ) := hs.exp.eq
  -- the weight is `Kᴴ * K` with `K = exp (-b H / 2)`
  have hW : expH H (-(b : ℂ)) =
      (expH H ((-(b / 2) : ℝ) : ℂ))ᴴ * expH H ((-(b / 2) : ℝ) : ℂ) := by
    rw [hK, ← expH_add]
    congr 1
    push_cast
    ring
  intro h0
  rw [hW, Matrix.trace_conjTranspose_mul_self_eq_zero_iff] at h0
  have h1 := expH_mul_eq_one H (add_neg_cancel ((-(b / 2) : ℝ) : ℂ))
  rw [h0, zero_mul] at h1
  exact zero_ne_one h1
```

The Gibbs state ρ = exp(−bH)/Z therefore has trace Z/Z = 1. Dividing the identity for the weight by Z, at z = t, gives

tr(ρ A(t) B) = tr(ρ B A(t + ib)).

The two parts of the Lean proof are these two statements.

```lean
/-- For Hermitian `H` on a nonempty basis the Gibbs state has trace one and satisfies the KMS
condition `trace (ρ A(t) B) = trace (ρ B A(t + i b))`. -/
theorem gibbs_kms [Nonempty n] {H : Matrix n n ℂ} (hH : H.IsHermitian) (b : ℝ) :
    (gibbs H b).trace = 1 ∧ ∀ (A B : Matrix n n ℂ) (t : ℝ),
      (gibbs H b * heisenberg H t A * B).trace =
        (gibbs H b * B * heisenberg H (t + I * b) A).trace := by
  constructor
  · rw [gibbs, Matrix.trace_smul, smul_eq_mul]
    exact inv_mul_cancel₀ (partition_ne_zero hH b)
  · intro A B t
    simp only [gibbs, Matrix.smul_mul, Matrix.trace_smul]
    rw [kms_weight]
```

## The condition at time zero already determines the state

The converse needs a fact about matrices: if M commutes with every matrix, it is a multiple of the identity. Fix an index k, and let E_jk be the matrix whose only nonzero entry is a 1 at position (j, k). The (i, k) entries of the two products are

(M E_jk)_ik = M_ij,

(E_jk M)_ik = δ_ij M_kk.

They are equal, so M_ij = δ_ij M_kk for all i and j, which means M = M_kk · 1. The Lean proof reads off the same entry and treats i = j and i ≠ j separately.

```lean
/-- A matrix that commutes with every matrix is a multiple of the identity. -/
theorem scalar_of_central [Nonempty n] (M : Matrix n n ℂ)
    (hM : ∀ A : Matrix n n ℂ, M * A = A * M) : ∃ c : ℂ, M = c • (1 : Matrix n n ℂ) := by
  obtain ⟨k⟩ := ‹Nonempty n›
  refine ⟨M k k, ?_⟩
  ext i j
  -- test against the matrix unit with its only entry at `(j, k)`
  have h := congrFun (congrFun (hM (Matrix.of fun p q =>
    if p = j then (if q = k then 1 else 0) else 0)) i) k
  by_cases hij : i = j
  · subst hij
    simpa [Matrix.mul_apply] using h
  · simpa [Matrix.mul_apply, Matrix.one_apply, hij] using h
```

Now let ρ be any matrix with trace one that satisfies the condition at t = 0:

tr(ρ A B) = tr(ρ B A(ib)) for all A, B.

Moving factors cyclically gives

tr(B ρ A) = tr(B A(ib) ρ).

Set D = ρA − A(ib)ρ. Then tr(B D) = 0 for every B, and the choice B = D† gives Σ_ij |D_ij|² = 0, so D = 0. With W and V as before, this says

ρ A = W A V ρ for every A.

Multiplying from the left by V and using VW = 1 gives

(Vρ) A = A (Vρ).

So Vρ commutes with every matrix and equals c · 1 for some complex number c. Multiplying by W gives ρ = cW, and the trace gives 1 = cZ. Hence c = 1/Z, and ρ is the Gibbs state.

In the Lean proof, `key` is the relation ρA = A(ib)ρ, `hρ` is ρ = cW, and `hcZ` is cZ = 1. The theorem assumes nothing about the Hermiticity of H, because the equation cZ = 1 itself rules out Z = 0. It does not assume that ρ is Hermitian or positive either.

```lean
/-- A trace-one matrix that satisfies the KMS condition at `t = 0` is the Gibbs state. -/
theorem eq_gibbs_of_kms (H ρ : Matrix n n ℂ) (b : ℝ) (htr : ρ.trace = 1)
    (h : ∀ A B : Matrix n n ℂ,
      (ρ * A * B).trace = (ρ * B * heisenberg H (I * b) A).trace) :
    ρ = gibbs H b := by
  rcases isEmpty_or_nonempty n with hn | hn
  · ext i
    exact isEmptyElim i
  have hVW : expH H (b : ℂ) * expH H (-(b : ℂ)) = 1 := expH_mul_eq_one H (by ring)
  have hWV : expH H (-(b : ℂ)) * expH H (b : ℂ) = 1 := expH_mul_eq_one H (by ring)
  -- since `B` is arbitrary, it can be removed from the trace
  have key : ∀ A : Matrix n n ℂ, ρ * A = heisenberg H (I * b) A * ρ := by
    intro A
    have hB : ∀ B : Matrix n n ℂ,
        (B * (ρ * A)).trace = (B * (heisenberg H (I * b) A * ρ)).trace := by
      intro B
      rw [Matrix.trace_mul_comm B (ρ * A), h A B, mul_assoc ρ B,
        Matrix.trace_mul_comm ρ, mul_assoc B]
    apply sub_eq_zero.mp
    apply Matrix.trace_conjTranspose_mul_self_eq_zero_iff.mp
    rw [mul_sub, Matrix.trace_sub, hB, sub_self]
  -- hence `exp (b H) ρ` commutes with every observable
  obtain ⟨c, hc⟩ := scalar_of_central (expH H (b : ℂ) * ρ) (by
    intro A
    calc expH H (b : ℂ) * ρ * A = expH H (b : ℂ) * (ρ * A) := mul_assoc _ _ _
      _ = (expH H (b : ℂ) * expH H (-(b : ℂ))) * (A * (expH H (b : ℂ) * ρ)) := by
        rw [key, heisenberg_imaginary]
        simp only [mul_assoc]
      _ = A * (expH H (b : ℂ) * ρ) := by rw [hVW, one_mul])
  have hρ : ρ = c • expH H (-(b : ℂ)) := by
    calc ρ = expH H (-(b : ℂ)) * (expH H (b : ℂ) * ρ) := by
          rw [← mul_assoc, hWV, one_mul]
      _ = c • expH H (-(b : ℂ)) := by rw [hc, Matrix.mul_smul, mul_one]
  -- the normalisation fixes the constant
  have hcZ : c * (expH H (-(b : ℂ))).trace = 1 := by
    rw [← smul_eq_mul, ← Matrix.trace_smul, ← hρ, htr]
  rw [gibbs, ← eq_inv_of_mul_eq_one_left hcZ]
  exact hρ
```

## The equivalence

The final theorem, `kms_iff_gibbs`, takes a nonempty finite index type, a matrix `H` with `H.IsHermitian`, a real number `b` and an arbitrary complex matrix `ρ`. The left side of the equivalence combines `ρ.trace = 1` with the KMS condition for all matrices `A`, `B` and all real `t`. The right side is `ρ = gibbs H b`. A and B range over all complex matrices, so observables in the strict sense, the Hermitian ones, are included.

From left to right, the proof sets t = 0, where A(0) = A, and applies the preceding theorem. From right to left, it substitutes the Gibbs state and uses `gibbs_kms`.

The real parameter b may be positive, zero or negative. At b = 0 the condition becomes tr(ρ A(t) B) = tr(ρ B A(t)), and the state is the identity divided by the dimension. Negative b describes the inverted populations that a bounded spectrum allows.

Uniqueness is proved here for finite matrices, with A and B ranging over all of them. Infinite systems, in which several KMS states can exist at one temperature when phases coexist, are not covered, and neither is the zero-temperature limit b → ∞.

```lean
/-- For Hermitian `H` on a nonempty basis and real `b`, a matrix has trace one and satisfies the KMS
condition for all matrices `A`, `B` and real times exactly when it is the Gibbs state. -/
theorem kms_iff_gibbs [Nonempty n] {H : Matrix n n ℂ} (hH : H.IsHermitian) (b : ℝ)
    (ρ : Matrix n n ℂ) :
    (ρ.trace = 1 ∧ ∀ (A B : Matrix n n ℂ) (t : ℝ),
      (ρ * heisenberg H t A * B).trace = (ρ * B * heisenberg H (t + I * b) A).trace) ↔
    ρ = gibbs H b := by
  constructor
  · rintro ⟨htr, h⟩
    refine eq_gibbs_of_kms H ρ b htr fun A B => ?_
    have h0 : heisenberg H 0 A = A := by
      simp [heisenberg, expH, NormedSpace.exp_zero]
    have h1 := h A B 0
    rwa [Complex.ofReal_zero, zero_add, h0] at h1
  · rintro rfl
    exact gibbs_kms hH b

end

end KMSCondition
```

```lean
#print axioms KMSCondition.thermal_average_stationary
-- 'KMSCondition.thermal_average_stationary' depends on axioms: [propext, Classical.choice, Quot.sound]
#print axioms KMSCondition.kms_iff_gibbs
-- 'KMSCondition.kms_iff_gibbs' depends on axioms: [propext, Classical.choice, Quot.sound]
```
